# For $a>0$, the nearest-neighbour truncation of $a^{|x-y|}$ is positive definite on every open chain exactly when $a\le 1/2$

A GW calculation screens the bare interaction $v$ with the polarizability $P$ through $W=(1-vP)^{-1}v$. In a periodic cell, $v$ is often cut off in real space to remove the interaction between images. For $1/r$ cut at a sphere of radius $R$, the Fourier transform $4\pi(1-\cos qR)/q^2$ is never negative. For other interactions a sharp cutoff can destroy positive definiteness. With a static polarizability, $1-vP$ can then become singular although it is nonsingular with the full interaction. The chain below is an example.

## The threshold at $a=1/2$

Take $n$ sites on an open chain with $v_{xy}=a^{|x-y|}$ and $0<a<1$, so that the decay length is $1/\ln(1/a)$ lattice spacings. Let the static polarizability be $P=-p\,\mathbf 1$ with $p>0$: each site responds only to its own potential, with equal strength, and its induced charge opposes that potential.

- With the full kernel, $1-vP$ is nonsingular for every $n$ and $p$.
- With $v$ set to zero beyond distance 1, this remains true for every $n$ and $p$ if and only if $a\le 1/2$.

## Inverting $1-vP$ in a GW code

If $v$ is positive definite and $-P$ is positive semidefinite, $1-vP$ is invertible. The static polarizability of independent electrons in their ground state meets this condition. At a nonzero real frequency it can fail, and a singular $1-vP$ can then be a genuine plasmon. Positivity also gives $v$ a Hermitian square root $v^{1/2}$, with which the dielectric matrix can be symmetrized. In this model, with $1/2<a<1$, a singularity comes from the cutoff alone.

## Sums of squares and a staggered mode

For charges $f_0,\dots,f_{n-1}$ let $E_n=\sum_{i,j<n}f_i v_{ij}f_j$. Adding site $n$ gives (`energy_succ`)

$$E_{n+1}=E_n+2f_n\sum_{i<n}v_{ni}f_i+v_{nn}f_n^2 .$$

**Full kernel.** Let $L_n=\sum_{i<n}a^{n-i}f_i$ be the potential from the left. Then $L_0=0$, $L_{n+1}=a(L_n+f_n)$ and

$$E_{n+1}-E_n=(L_n+f_n)^2-L_n^2=(1-a^2)(L_n+f_n)^2+L_{n+1}^2-L_n^2 .$$

Summation gives `energy_decay`, which Lean proves by induction and `ring`:

$$E_n=(1-a^2)\sum_{k<n}(L_k+f_k)^2+L_n^2 .$$

If $E_n\le 0$, every $L_k+f_k$ vanishes. The recursion then gives $L_k=0$, hence $f_k=0$. This is `full_posDef`; `posDef_of_energy` turns the statement about $E_n$ into one about the matrix.

**Truncated kernel, $a\le 1/2$.** The claim is $E_{m+1}\ge f_m^2/2$, with equality only for zero charges. It holds for $E_1=f_0^2$. For the next site,

$$E_{m+2}-\tfrac12f_{m+1}^2=\left(E_{m+1}-\tfrac12f_m^2\right)+a(f_m+f_{m+1})^2+\left(\tfrac12-a\right)(f_m^2+f_{m+1}^2).$$

All terms on the right are nonnegative. Equality forces $f_0=\dots=f_m=0$ by induction; then $E_{m+2}=f_{m+1}^2$, so $f_{m+1}=0$ too. In `truncated_posDef_iff`, `k1` and `k2` state that the last two terms are nonnegative, and `nlinarith` combines these facts.

**Truncated kernel, $a>1/2$.** Let $\theta=\pi/(n+1)$ and $s_k=(-1)^k\sin k\theta$, with site $i$ carrying $s_{i+1}$. Since $s_0=s_{n+1}=0$, the end rows obey the same rule as the others:

$$a s_i+s_{i+1}+a s_{i+2}=\lambda s_{i+1},\qquad \lambda=1-2a\cos\theta .$$

This is `truncated_mulVec_staggered`, proved with the sine addition formulas. As $n\to\infty$, $\lambda\to1-2a<0$, so some $n\ge1$ has $\lambda<0$. With $p=-1/\lambda$, $(1+pv)s=(1+p\lambda)s=0$. Because $s_1=-\sin\theta\ne0$, the matrix is singular (`spurious_instability`).

**Excluding singularity.** If $v$ is positive definite, so is $1+pv$, and its determinant is positive (`stable_of_posDef`). Together these results give both equivalences.

**Shortest affected chain.** Truncation changes nothing for $n\le2$. At $n=3$, $\lambda=1-\sqrt2\,a$, which is negative once $a>1/\sqrt2$.

```lean
import Mathlib

open Matrix Filter Topology

namespace CoulombTruncation

noncomputable section

/-- The distance between two sites of a chain, in lattice spacings. -/
def siteDist (x y : ℕ) : ℕ := ((x : ℤ) - y).natAbs

/-- The interaction matrix on `n` sites of an interaction `g` that depends on distance. -/
def kernel (g : ℕ → ℝ) (n : ℕ) : Matrix (Fin n) (Fin n) ℝ :=
  Matrix.of fun x y => g (siteDist x y)

/-- The interaction `a ^ d` at distance `d`; it decays exponentially for `0 < a < 1`. -/
def decay (a : ℝ) (d : ℕ) : ℝ := a ^ d

/-- Truncation to nearest neighbours: the interaction is set to zero beyond distance one. -/
def truncate (g : ℕ → ℝ) (d : ℕ) : ℝ := if d ≤ 1 then g d else 0

/-- The dielectric matrix `1 - v P` of an interaction `v` and a polarizability `P`. -/
def dielectric {n : ℕ} (v P : Matrix (Fin n) (Fin n) ℝ) : Matrix (Fin n) (Fin n) ℝ :=
  1 - v * P

/-- The quadratic form of the interaction for charges `f` on the first `n` sites. -/
def energy (g f : ℕ → ℝ) (n : ℕ) : ℝ :=
  ∑ i ∈ Finset.range n, ∑ j ∈ Finset.range n, f i * g (siteDist i j) * f j

/-- The potential at site `n` of the charges to its left, for the decaying interaction. -/
def leftPotential (a : ℝ) (f : ℕ → ℝ) (n : ℕ) : ℝ :=
  ∑ i ∈ Finset.range n, a ^ (n - i) * f i

/-- A sine wave of alternating sign that vanishes at positions `0` and `n + 1`. -/
def staggered (n k : ℕ) : ℝ := (-1) ^ k * Real.sin (k * (Real.pi / ((n : ℝ) + 1)))

/-- Adding site `n` adds to the quadratic form twice the product of its charge with the potential of
the earlier charges, and its self-interaction term. -/
theorem energy_succ (g f : ℕ → ℝ) (n : ℕ) :
    energy g f (n + 1) = energy g f n
      + 2 * f n * (∑ i ∈ Finset.range n, g (siteDist n i) * f i) + g 0 * f n ^ 2 := by
  have h0 : siteDist n n = 0 := by unfold siteDist; omega
  have h1 : ∑ i ∈ Finset.range n, f i * g (siteDist i n) * f n
      = f n * ∑ i ∈ Finset.range n, g (siteDist n i) * f i := by
    rw [Finset.mul_sum]
    refine Finset.sum_congr rfl fun i _ => ?_
    have hc : siteDist i n = siteDist n i := by unfold siteDist; omega
    rw [hc]; ring
  have h2 : ∑ i ∈ Finset.range n, f n * g (siteDist n i) * f i
      = f n * ∑ i ∈ Finset.range n, g (siteDist n i) * f i := by
    rw [Finset.mul_sum]
    exact Finset.sum_congr rfl fun i _ => by ring
  simp only [energy, Finset.sum_range_succ, Finset.sum_add_distrib]
  rw [h1, h2, h0]; ring

/-- If only vanishing charges have a quadratic form that is not positive, the interaction
matrix is positive definite. -/
theorem posDef_of_energy (g : ℕ → ℝ) (n : ℕ)
    (h : ∀ f : ℕ → ℝ, energy g f n ≤ 0 → ∀ i < n, f i = 0) : (kernel g n).PosDef := by
  rw [Matrix.posDef_iff_dotProduct_mulVec]
  refine ⟨Matrix.IsHermitian.ext fun i j => ?_, fun x hx => ?_⟩
  · have hc : siteDist j i = siteDist i j := by unfold siteDist; omega
    simp only [kernel, Matrix.of_apply, star_trivial, hc]
  · -- extend the charges from the finite chain to all sites
    obtain ⟨f, hf⟩ : ∃ f : ℕ → ℝ, ∀ i : Fin n, f i = x i :=
      ⟨fun i => if h : i < n then x ⟨i, h⟩ else 0, fun i => by simp⟩
    have e : star x ⬝ᵥ (kernel g n *ᵥ x) = energy g f n := by
      simp only [energy, Finset.sum_range, dotProduct, Matrix.mulVec, Finset.mul_sum, hf,
        kernel, Matrix.of_apply, Pi.star_apply, star_trivial]
      exact Finset.sum_congr rfl fun i _ => Finset.sum_congr rfl fun j _ => by ring
    rw [e]
    by_contra hneg
    refine hx (funext fun i => ?_)
    rw [← hf i]
    exact h f (not_lt.mp hneg) i i.isLt

/-- The quadratic form of the interaction `a ^ d` is a combination of squares of potentials, and the
potential from the left obeys a one-step recursion. -/
theorem energy_decay (a : ℝ) (f : ℕ → ℝ) (n : ℕ) :
    energy (decay a) f n
      = (1 - a ^ 2) * (∑ k ∈ Finset.range n, (leftPotential a f k + f k) ^ 2)
        + leftPotential a f n ^ 2 ∧
    leftPotential a f (n + 1) = a * (leftPotential a f n + f n) := by
  have hL : ∀ m, leftPotential a f (m + 1) = a * (leftPotential a f m + f m) := by
    intro m
    unfold leftPotential
    rw [Finset.sum_range_succ, mul_add, Finset.mul_sum]
    congr 1
    · refine Finset.sum_congr rfl fun i hi => ?_
      have hi' := Finset.mem_range.mp hi
      rw [show m + 1 - i = (m - i) + 1 by omega, pow_succ]; ring
    · rw [show m + 1 - m = 1 by omega, pow_one]
  refine ⟨?_, hL n⟩
  induction n with
  | zero => simp [energy, leftPotential]
  | succ n ih =>
    have hc : ∑ i ∈ Finset.range n, decay a (siteDist n i) * f i = leftPotential a f n := by
      refine Finset.sum_congr rfl fun i hi => ?_
      have hi' := Finset.mem_range.mp hi
      have hd : siteDist n i = n - i := by unfold siteDist; omega
      rw [hd, decay]
    rw [energy_succ, ih, hc, hL, Finset.sum_range_succ, decay, pow_zero]; ring

/-- For `|a| < 1` the full kernel `a ^ |x - y|` is positive definite on every chain. -/
theorem full_posDef {a : ℝ} (ha : |a| < 1) (n : ℕ) : (kernel (decay a) n).PosDef := by
  refine posDef_of_energy _ n fun f hE => ?_
  have ha2 : 0 < 1 - a ^ 2 := by
    obtain ⟨h1, h2⟩ := abs_lt.mp ha
    nlinarith
  rw [(energy_decay a f n).1] at hE
  -- every square in the sum vanishes
  have hs : ∀ k < n, leftPotential a f k + f k = 0 := by
    intro k hk
    have h1 := Finset.single_le_sum
      (f := fun k => (leftPotential a f k + f k) ^ 2)
      (fun i _ => sq_nonneg _) (Finset.mem_range.mpr hk)
    have h2 := mul_le_mul_of_nonneg_left h1 ha2.le
    have h3 : (1 - a ^ 2) * (leftPotential a f k + f k) ^ 2 ≤ 0 := by
      linarith [sq_nonneg (leftPotential a f n)]
    have h4 : (leftPotential a f k + f k) ^ 2 = 0 := by
      nlinarith [sq_nonneg (leftPotential a f k + f k)]
    exact pow_eq_zero_iff (two_ne_zero) |>.mp h4
  intro k hk
  have hz : leftPotential a f k = 0 := by
    cases k with
    | zero => simp [leftPotential]
    | succ k => rw [(energy_decay a f k).2, hs k (by omega), mul_zero]
  linarith [hs k hk]

/-- The truncated kernel on `n` sites multiplies the staggered sine wave by the factor
`1 - 2 a cos (π / (n + 1))`. -/
theorem truncated_mulVec_staggered (a : ℝ) (n : ℕ) :
    kernel (truncate (decay a)) n *ᵥ (fun i => staggered n (i + 1))
      = (1 - 2 * a * Real.cos (Real.pi / ((n : ℝ) + 1))) •
        (fun i : Fin n => staggered n (i + 1)) := by
  ext ⟨i, hi⟩
  have h0 : staggered n 0 = 0 := by simp [staggered]
  have hn : staggered n (n + 1) = 0 := by
    have : ((n + 1 : ℕ) : ℝ) * (Real.pi / ((n : ℝ) + 1)) = Real.pi := by
      push_cast; field_simp
    rw [staggered, this, Real.sin_pi, mul_zero]
  -- the row of the kernel has three entries
  have hT : ∀ k, truncate (decay a) (siteDist (i + 1) k) = (if k = i then a else 0)
      + (if k = i + 1 then 1 else 0) + (if k = i + 2 then a else 0) := by
    intro k
    rcases (by omega : k = i ∨ k = i + 1 ∨ k = i + 2 ∨ (k ≠ i ∧ k ≠ i + 1 ∧ k ≠ i + 2))
      with h | h | h | ⟨h1, h2, h3⟩
    · have hd : siteDist (i + 1) k = 1 := by unfold siteDist; omega
      rw [hd]; simp [truncate, decay, h]
    · have hd : siteDist (i + 1) k = 0 := by unfold siteDist; omega
      rw [hd]; simp [truncate, decay, h]
    · have hd : siteDist (i + 1) k = 1 := by unfold siteDist; omega
      rw [hd]; simp [truncate, decay, h]
    · have hd : ¬ siteDist (i + 1) k ≤ 1 := by unfold siteDist; omega
      simp [truncate, hd, h1, h2, h3]
  -- the wave vanishes just outside the chain, so the sum may include both outer positions
  have hs : ∑ j ∈ Finset.range n, truncate (decay a) (siteDist i j) * staggered n (j + 1)
      = ∑ k ∈ Finset.range (n + 2),
        truncate (decay a) (siteDist (i + 1) k) * staggered n k := by
    rw [Finset.sum_range_succ, Finset.sum_range_succ', hn, h0, mul_zero, mul_zero,
      add_zero, add_zero]
    refine Finset.sum_congr rfl fun j _ => ?_
    have hd : siteDist (i + 1) (j + 1) = siteDist i j := by unfold siteDist; omega
    rw [hd]
  have hrow : ∑ j ∈ Finset.range n, truncate (decay a) (siteDist i j) * staggered n (j + 1)
      = a * staggered n i + staggered n (i + 1) + a * staggered n (i + 2) := by
    rw [hs]
    simp only [hT, add_mul, ite_mul, zero_mul, one_mul, Finset.sum_add_distrib,
      Finset.sum_ite_eq', Finset.mem_range, show i < n + 2 by omega,
      show i + 1 < n + 2 by omega, show i + 2 < n + 2 by omega, ↓reduceIte]
  rw [Finset.sum_range] at hrow
  simp only [Matrix.mulVec, dotProduct, kernel, Matrix.of_apply, Pi.smul_apply, smul_eq_mul]
  rw [hrow]
  unfold staggered
  generalize Real.pi / ((n : ℝ) + 1) = t
  have e1 : Real.sin ((i : ℝ) * t) = Real.sin (((i + 1 : ℕ) : ℝ) * t) * Real.cos t
      - Real.cos (((i + 1 : ℕ) : ℝ) * t) * Real.sin t := by
    rw [← Real.sin_sub]; congr 1; push_cast; ring
  have e2 : Real.sin (((i + 2 : ℕ) : ℝ) * t) = Real.sin (((i + 1 : ℕ) : ℝ) * t) * Real.cos t
      + Real.cos (((i + 1 : ℕ) : ℝ) * t) * Real.sin t := by
    rw [← Real.sin_add]; congr 1; push_cast; ring
  rw [e1, e2]; ring

/-- For a positive definite interaction and `P = -p` times the identity with `p > 0`, the
dielectric matrix is not singular. -/
theorem stable_of_posDef {n : ℕ} {v : Matrix (Fin n) (Fin n) ℝ} (hv : v.PosDef) {p : ℝ}
    (hp : 0 < p) : (dielectric v ((-p) • 1)).det ≠ 0 := by
  rw [dielectric, Matrix.mul_smul, Matrix.mul_one, neg_smul, sub_neg_eq_add]
  exact (Matrix.PosDef.one.add (hv.smul hp)).det_pos.ne'

/-- For `a > 1/2` the truncated kernel has a singular dielectric matrix for some chain length and
some `P = -p` times the identity with `p > 0`. -/
theorem spurious_instability {a : ℝ} (ha : 1 / 2 < a) :
    ∃ n : ℕ, ∃ p : ℝ, 0 < p ∧
      (dielectric (kernel (truncate (decay a)) n) ((-p) • 1)).det = 0 := by
  -- on a long chain the staggered wave has a negative eigenvalue
  have ht : Tendsto (fun n : ℕ => 2 * a * Real.cos (Real.pi * (1 / ((n : ℝ) + 1)))) atTop
      (𝓝 (2 * a * Real.cos (Real.pi * 0))) :=
    ((Real.continuous_cos.tendsto _).comp
      (tendsto_one_div_add_atTop_nhds_zero_nat.const_mul Real.pi)).const_mul (2 * a)
  have hlim : 1 < 2 * a * Real.cos (Real.pi * 0) := by
    rw [mul_zero, Real.cos_zero]; linarith
  obtain ⟨n, hn, hn1⟩ := ((ht.eventually (lt_mem_nhds hlim)).and (eventually_ge_atTop 1)).exists
  rw [mul_one_div] at hn
  have hc : 0 < 2 * a * Real.cos (Real.pi / ((n : ℝ) + 1)) - 1 := by linarith
  refine ⟨n, 1 / (2 * a * Real.cos (Real.pi / ((n : ℝ) + 1)) - 1), by positivity, ?_⟩
  refine Matrix.exists_mulVec_eq_zero_iff.mp ⟨fun i => staggered n (i + 1), ?_, ?_⟩
  · intro h
    have h1 := congrFun h ⟨0, by omega⟩
    have hnR : (1 : ℝ) ≤ n := by exact_mod_cast hn1
    have hsin : 0 < Real.sin (Real.pi / ((n : ℝ) + 1)) := by
      apply Real.sin_pos_of_pos_of_lt_pi
      · positivity
      · exact div_lt_self Real.pi_pos (by linarith)
    simp [staggered] at h1
    exact hsin.ne' h1
  · rw [dielectric, Matrix.mul_smul, Matrix.mul_one, neg_smul, sub_neg_eq_add,
      Matrix.add_mulVec, Matrix.one_mulVec, Matrix.smul_mulVec, truncated_mulVec_staggered]
    ext i
    simp only [Pi.add_apply, Pi.smul_apply, smul_eq_mul, Pi.zero_apply]
    have hc' := hc.ne'
    generalize 2 * a * Real.cos (Real.pi / ((n : ℝ) + 1)) = c at hc' ⊢
    have h1 : 1 / (c - 1) * (c - 1) = 1 := one_div_mul_cancel hc'
    linear_combination (-staggered n (i + 1)) * h1

/-- For `a > 0` the truncated kernel is positive definite on every chain if and only if
`a ≤ 1/2`. -/
theorem truncated_posDef_iff {a : ℝ} (ha : 0 < a) :
    (∀ n, (kernel (truncate (decay a)) n).PosDef) ↔ a ≤ 1 / 2 := by
  constructor
  · intro h
    by_contra hlt
    obtain ⟨n, p, hp, hdet⟩ := spurious_instability (not_le.mp hlt)
    exact stable_of_posDef (h n) hp hdet
  · intro h2 n
    refine posDef_of_energy _ n fun f hE => ?_
    -- the form is at least half the square of the last charge, with equality only at zero
    have key : ∀ m, f m ^ 2 / 2 ≤ energy (truncate (decay a)) f (m + 1) ∧
        (energy (truncate (decay a)) f (m + 1) ≤ f m ^ 2 / 2 → ∀ i ≤ m, f i = 0) := by
      intro m
      induction m with
      | zero =>
        have e : energy (truncate (decay a)) f (0 + 1) = f 0 ^ 2 := by
          rw [energy_succ]; simp [energy, truncate, decay]
        rw [e]
        refine ⟨by linarith [sq_nonneg (f 0)], fun h i hi => ?_⟩
        obtain rfl : i = 0 := by omega
        have h3 : f 0 ^ 2 = 0 := by linarith [sq_nonneg (f 0)]
        exact (pow_eq_zero_iff two_ne_zero).mp h3
      | succ m ih =>
        obtain ⟨ih1, ih2⟩ := ih
        have hc : ∑ i ∈ Finset.range (m + 1),
            truncate (decay a) (siteDist (m + 1) i) * f i = a * f m := by
          have hd : siteDist (m + 1) m = 1 := by unfold siteDist; omega
          rw [Finset.sum_range_succ, Finset.sum_eq_zero, hd]
          · simp [truncate, decay]
          · intro i hi
            have hi' := Finset.mem_range.mp hi
            have hd' : ¬ siteDist (m + 1) i ≤ 1 := by unfold siteDist; omega
            simp [truncate, hd']
        have hg : truncate (decay a) 0 = 1 := by simp [truncate, decay]
        rw [energy_succ, hc, hg]
        have k1 := mul_nonneg ha.le (sq_nonneg (f m + f (m + 1)))
        have k2 := mul_nonneg (sub_nonneg.mpr h2)
          (add_nonneg (sq_nonneg (f m)) (sq_nonneg (f (m + 1))))
        refine ⟨by nlinarith, fun h i hi => ?_⟩
        have hz := ih2 (by nlinarith)
        rcases (by omega : i ≤ m ∨ i = m + 1) with hi' | rfl
        · exact hz i hi'
        · rw [hz m le_rfl] at h ih1
          have h3 : f (m + 1) ^ 2 = 0 := by nlinarith [sq_nonneg (f (m + 1))]
          exact (pow_eq_zero_iff two_ne_zero).mp h3
    intro i hi
    cases n with
    | zero => omega
    | succ m => exact (key m).2 (by linarith [sq_nonneg (f m)]) i (by omega)

/-- Let `0 < a < 1` and `P = -p` times the identity. The full kernel has no singular dielectric
matrix for any chain length and any `p > 0`; the truncated kernel has none if and only if
`a ≤ 1/2`. -/
theorem truncation_stability {a : ℝ} (ha : 0 < a) (ha1 : a < 1) :
    (∀ (n : ℕ) (p : ℝ), 0 < p →
      (dielectric (kernel (decay a) n) ((-p) • 1)).det ≠ 0) ∧
    ((∀ (n : ℕ) (p : ℝ), 0 < p →
      (dielectric (kernel (truncate (decay a)) n) ((-p) • 1)).det ≠ 0) ↔ a ≤ 1 / 2) := by
  refine ⟨fun n p hp => stable_of_posDef (full_posDef (by rwa [abs_of_pos ha]) n) hp, ?_, ?_⟩
  · intro h
    by_contra hlt
    obtain ⟨n, p, hp, hdet⟩ := spurious_instability (not_le.mp hlt)
    exact h n p hp hdet
  · exact fun h n p hp => stable_of_posDef ((truncated_posDef_iff ha).mpr h n) hp

end

end CoulombTruncation
```

```lean
#print axioms CoulombTruncation.truncated_posDef_iff
-- 'CoulombTruncation.truncated_posDef_iff' depends on axioms: [propext, Classical.choice, Quot.sound]
#print axioms CoulombTruncation.truncation_stability
-- 'CoulombTruncation.truncation_stability' depends on axioms: [propext, Classical.choice, Quot.sound]
```

## All chain lengths, one uniform polarizability

The final theorem, `truncation_stability`, states the two bullet points above, with "nonsingular" written as `.det ≠ 0`. Sites are `Fin n`, numbered from 0, and matrices are real. `kernel g n` builds the interaction from a function of distance, `truncate` keeps distances 0 and 1, and `dielectric v P` is $1-vP$. The on-site interaction is 1, which fixes the unit of $p$. The name `energy` denotes $E_n$, twice the usual electrostatic energy.

For $a>1/2$ the theorem guarantees some chain and some $p$, not a failure on every chain or at a given physical $p$. The step to a real calculation, from this exponential kernel and uniform local $P$ to a cut Coulomb interaction with a computed nonlocal $P$, needs a separate argument; the value $1/2$ belongs to the model.
